# The on-axis potential of a hydrogen atom in a magnetic field has a giant-dipole well exactly when $K^3>27gM/4$

A search for the outer potential well of a hydrogen atom in a magnetic field can fail in two ways. If the pseudomomentum is too small, there is no stationary point to find. If it is large enough, there are two, and a root finder that looks only for zero slope may return the top of the barrier instead of the bottom of the well. An explicit threshold and an interval for each point remove both difficulties on the axis considered here. The threshold is $K^3=27gM/4$ in atomic units, with pseudomomentum $K$ perpendicular to the field, field strength $g$ and total mass $M$.

```lean
import Mathlib

open Set Filter Topology

namespace GiantDipole

noncomputable section
```

## The potential on the dipole axis

Take a neutral atom with one electron and a singly charged nucleus, in atomic units. Let $M>0$ be its total mass, $g>0$ the magnetic field strength and $K>0$ the conserved pseudomomentum perpendicular to the field. Let $x$ be the electron–nucleus separation along the axis perpendicular to both, signed so that the field-induced dipole lies at $x<0$. There the potential is

$$\frac{(K+gx)^2}{2M}-\frac1{|x|}=\frac{K^2}{2M}+V(x),\qquad V(x)=\frac{g^2x^2}{2M}+\frac{gKx}{M}+\frac1x .$$

The constant $K^2/(2M)$ is dropped. An electric field along this axis adds a linear term, which amounts to a shifted $K$ and another constant.

```lean
/-- The potential g²x²/(2M) + gKx/M + 1/x along the field-induced dipole axis,
for M ≠ 0 and x ≠ 0; on x < 0 the last term is the Coulomb attraction. -/
def potential (g K M x : ℝ) : ℝ :=
  g ^ 2 * x ^ 2 / (2 * M) + g * K * x / M + 1 / x
```

A critical point is a negative $x$ at which $V$ has derivative zero. In Lean, `HasDerivAt (potential g K M) 0 x` says that the derivative exists at $x$ and equals $0$.

```lean
/-- The critical points of the potential on the half-line x < 0, for M ≠ 0. -/
def criticalPoints (g K M : ℝ) : Set ℝ :=
  {x | x < 0 ∧ HasDerivAt (potential g K M) 0 x}
```

## Slope and curvature

Term by term, for $x\ne0$,

$$V'(x)=\frac{g^2x}{M}+\frac{gK}{M}-\frac1{x^2}.$$

The proof combines the derivative rules for the three terms in the same way.

```lean
/-- The slope of the potential at any point x ≠ 0. -/
theorem hasDerivAt_potential (g K M : ℝ) {x : ℝ} (hx : x ≠ 0) :
    HasDerivAt (potential g K M) (g ^ 2 * x / M + g * K / M - 1 / x ^ 2) x := by
  have hsq : HasDerivAt (fun y : ℝ => y ^ 2) (2 * x) x := by
    simpa using hasDerivAt_pow 2 x
  have h1 := (hsq.const_mul (g ^ 2)).div_const (2 * M)
  have h2 := ((hasDerivAt_id' x).const_mul (g * K)).div_const M
  have h3 := (hasDerivAt_const x (1 : ℝ)).fun_div (hasDerivAt_id' x) hx
  exact ((h1.fun_add h2).fun_add h3).congr_deriv (by ring)
```

Differentiating again gives

$$V''(x)=\frac{g^2}{M}+\frac2{x^3}.$$

The second derivative at $x$ requires the slope formula near $x$ and not only at $x$. The formula holds at every nonzero point, and these form an open set; `congr_of_eventuallyEq` uses this.

```lean
/-- The second derivative of the potential at any point x ≠ 0. -/
theorem hasDerivAt_deriv_potential (g K M : ℝ) {x : ℝ} (hx : x ≠ 0) :
    HasDerivAt (deriv (potential g K M)) (g ^ 2 / M + 2 / x ^ 3) x := by
  have hsq : HasDerivAt (fun y : ℝ => y ^ 2) (2 * x) x := by
    simpa using hasDerivAt_pow 2 x
  have h1 := (((hasDerivAt_id' x).const_mul (g ^ 2)).div_const M).add_const (g * K / M)
  have h2 : HasDerivAt (fun y : ℝ => 1 / y ^ 2) (-2 / x ^ 3) x :=
    ((hasDerivAt_const x (1 : ℝ)).fun_div hsq (pow_ne_zero 2 hx)).congr_deriv (by
      rw [div_eq_div_iff (pow_ne_zero 2 (pow_ne_zero 2 hx)) (pow_ne_zero 3 hx)]
      ring)
  have h := (h1.fun_sub h2).congr_deriv
    (show g ^ 2 * 1 / M - -2 / x ^ 3 = g ^ 2 / M + 2 / x ^ 3 by ring)
  -- near x the slope is given by the formula just differentiated
  refine h.congr_of_eventuallyEq ?_
  filter_upwards [isOpen_ne.mem_nhds hx] with y hy
  exact (hasDerivAt_potential g K M hy).deriv
```

## Force balance

Over a common denominator,

$$V'(x)=\frac{g x^2(gx+K)-M}{Mx^2}.$$

For $x<0$ the denominator is nonzero, so $x$ is critical exactly when $g x^2(gx+K)=M$. In the proof, `key` is this rewriting, and uniqueness of the derivative identifies the formula with zero.

```lean
/-- For M > 0, a point is critical exactly when x < 0 and the forces balance,
g x² (g x + K) = M. -/
theorem mem_criticalPoints_iff {g K M x : ℝ} (hM : 0 < M) :
    x ∈ criticalPoints g K M ↔ x < 0 ∧ g * x ^ 2 * (g * x + K) = M := by
  change (x < 0 ∧ HasDerivAt (potential g K M) 0 x) ↔ _
  have hM0 := hM.ne'
  have key : x ≠ 0 → g ^ 2 * x / M + g * K / M - 1 / x ^ 2
      = (g * x ^ 2 * (g * x + K) - M) / (M * x ^ 2) := by
    intro hx
    field_simp
  constructor
  · rintro ⟨hx, h⟩
    have e := h.unique (hasDerivAt_potential g K M hx.ne)
    rw [key hx.ne] at e
    have h0 := (div_eq_zero_iff.mp e.symm).resolve_right
      (mul_ne_zero hM0 (pow_ne_zero 2 hx.ne))
    exact ⟨hx, by linarith⟩
  · rintro ⟨hx, h⟩
    exact ⟨hx, (hasDerivAt_potential g K M hx.ne).congr_deriv
      (by rw [key hx.ne, h, sub_self, zero_div])⟩
```

At a critical point the balance gives $1/x^2=g(gx+K)/M$, which eliminates the Coulomb term from the curvature:

$$V''(x)=\frac{g^2}{M}+\frac{2g(gx+K)}{Mx}=\frac{g(3gx+2K)}{Mx}.$$

Since $Mx<0$, the curvature is positive for $x<-2K/(3g)$ and negative for $x>-2K/(3g)$. The equations `e` and `e2` are the two steps of this elimination.

```lean
/-- For g, M > 0, a critical point has positive curvature if it lies left of -2K/(3g)
and negative curvature if it lies right of it. -/
theorem curvature_sign {g K M x : ℝ} (hg : 0 < g) (hM : 0 < M)
    (hc : x ∈ criticalPoints g K M) :
    (x < -(2 * K / (3 * g)) → 0 < deriv (deriv (potential g K M)) x) ∧
    (-(2 * K / (3 * g)) < x → deriv (deriv (potential g K M)) x < 0) := by
  obtain ⟨hx, h⟩ := (mem_criticalPoints_iff hM).1 hc
  have hx0 := hx.ne
  have hM0 := hM.ne'
  have h3g : 0 < 3 * g := by positivity
  -- the force balance eliminates the Coulomb term
  have e : 2 / x ^ 3 = 2 * g * (g * x + K) / (M * x) := by
    rw [div_eq_div_iff (pow_ne_zero 3 hx0) (mul_ne_zero hM0 hx0)]
    linear_combination (-2 * x) * h
  have e2 : g ^ 2 / M + 2 * g * (g * x + K) / (M * x)
      = g * (3 * g * x + 2 * K) / (M * x) := by
    field_simp
    ring
  rw [(hasDerivAt_deriv_potential g K M hx0).deriv, e, e2]
  have hMx : M * x < 0 := mul_neg_of_pos_of_neg hM hx
  constructor
  · intro hl
    have h1 : 2 * K / (3 * g) < -x := by linarith
    rw [div_lt_iff₀ h3g] at h1
    exact div_pos_of_neg_of_neg (mul_neg_of_pos_of_neg hg (by linarith)) hMx
  · intro hr
    have h1 : -x < 2 * K / (3 * g) := by linarith
    rw [lt_div_iff₀ h3g] at h1
    exact div_neg_of_pos_of_neg (mul_pos hg (by linarith)) hMx
```

## Distance from threshold

Expanding the product on the left gives

$$(3gx+2K)^2(K-3gx)=4K^3-27g\,\bigl[g x^2(gx+K)\bigr].$$

At a critical point the bracket equals $M$, so

$$4K^3-27gM=(3gx+2K)^2(K-3gx).$$

The `linear_combination` step is the force balance multiplied by $27g$.

```lean
/-- For M > 0, every critical point x ties the distance from threshold to its position:
4K³ - 27gM = (3gx + 2K)² (K - 3gx). -/
theorem threshold_identity {g K M x : ℝ} (hM : 0 < M) (hc : x ∈ criticalPoints g K M) :
    4 * K ^ 3 - 27 * g * M = (3 * g * x + 2 * K) ^ 2 * (K - 3 * g * x) := by
  obtain ⟨-, h⟩ := (mem_criticalPoints_iff hM).1 hc
  linear_combination (27 * g) * h
```

## No third critical point

Suppose $a,b,c<0$ are distinct critical points. Subtracting the balance at $b$ from that at $a$, and dividing by $g(a-b)$, gives

$$g(a^2+ab+b^2)+K(a+b)=0.$$

The pair $c,a$ gives $g(c^2+ca+a^2)+K(c+a)=0$. The difference of these two equations, divided by $c-b$, is $g(a+b+c)+K=0$. Substituting $K=-g(a+b+c)$ into the first leaves

$$g(ab+bc+ca)=0,$$

which is impossible because all three products are positive. The equations are `e1` to `e4` in the code, where `mul_left_cancel₀` performs the divisions.

```lean
/-- For g, M > 0 there are at most two critical points: a third one coincides with one
of two distinct ones. -/
theorem at_most_two {g K M a b c : ℝ} (hg : 0 < g) (hM : 0 < M)
    (ha : a ∈ criticalPoints g K M) (hb : b ∈ criticalPoints g K M)
    (hc : c ∈ criticalPoints g K M) (hab : a ≠ b) : c = a ∨ c = b := by
  obtain ⟨a0, A⟩ := (mem_criticalPoints_iff hM).1 ha
  obtain ⟨b0, B⟩ := (mem_criticalPoints_iff hM).1 hb
  obtain ⟨c0, C⟩ := (mem_criticalPoints_iff hM).1 hc
  by_contra hn
  rw [not_or] at hn
  obtain ⟨hca, hcb⟩ := hn
  have e1 : g * (a ^ 2 + a * b + b ^ 2) + K * (a + b) = 0 :=
    mul_left_cancel₀ (mul_ne_zero hg.ne' (sub_ne_zero.2 hab)) (by linear_combination A - B)
  have e2 : g * (c ^ 2 + c * a + a ^ 2) + K * (c + a) = 0 :=
    mul_left_cancel₀ (mul_ne_zero hg.ne' (sub_ne_zero.2 hca)) (by linear_combination C - A)
  have e3 : g * (a + b + c) + K = 0 :=
    mul_left_cancel₀ (sub_ne_zero.2 hcb) (by linear_combination e2 - e1)
  -- the cubic has no linear term, which three negative roots cannot satisfy
  have e4 : g * (a * b + b * c + c * a) = 0 := by linear_combination (a + b) * e3 - e1
  have hpos : 0 < g * (a * b + b * c + c * a) :=
    mul_pos hg (add_pos (add_pos (mul_pos_of_neg_of_neg a0 b0)
      (mul_pos_of_neg_of_neg b0 c0)) (mul_pos_of_neg_of_neg c0 a0))
  exact hpos.ne' e4
```

## The merged point at threshold

Let $K^3=27gM/4$. The left side of the threshold identity vanishes, and $K-3gx>0$ for $x<0$, so $3gx+2K=0$ and $x=-2K/(3g)$. Conversely, at this point

$$g x^2(gx+K)=g\cdot\frac{4K^2}{9g^2}\cdot\frac K3=\frac{4K^3}{27g}=M,$$

so it is critical. The two halves of the proof are these two directions.

This point is not a well. At threshold $4K^3=27gM$, so the expansion in the previous section but one gives $27g\,[M-g x^2(gx+K)]=(3gx+2K)^2(K-3gx)\ge0$ for every $x<0$. Hence $V'(x)\le0$, with equality only at the merged point, and $V$ is strictly decreasing on $x<0$. This remark is not part of the Lean statements.

```lean
/-- For g, K, M > 0 exactly at threshold, K³ = 27gM/4, the only critical point is
x = -2K/(3g). -/
theorem criticalPoints_at_threshold {g K M : ℝ} (hg : 0 < g) (hK : 0 < K) (hM : 0 < M)
    (h : K ^ 3 = 27 * g * M / 4) : criticalPoints g K M = {-(2 * K / (3 * g))} := by
  have hg0 := hg.ne'
  ext x
  rw [mem_singleton_iff]
  constructor
  · intro hc
    have hx := ((mem_criticalPoints_iff hM).1 hc).1
    have e := threshold_identity hM hc
    have hp : 0 < K - 3 * g * x := by nlinarith [mul_neg_of_pos_of_neg hg hx]
    have e0 : (3 * g * x + 2 * K) ^ 2 * (K - 3 * g * x) = 0 := by linarith
    have e1 := pow_eq_zero_iff (two_ne_zero) |>.1 ((mul_eq_zero.1 e0).resolve_right hp.ne')
    have e2 : 2 * K / (3 * g) = -x := by
      rw [div_eq_iff (by positivity)]
      linarith
    linarith
  · rintro rfl
    have hq : 0 < 2 * K / (3 * g) := by positivity
    refine (mem_criticalPoints_iff hM).2 ⟨by linarith, ?_⟩
    have e : g * (-(2 * K / (3 * g))) ^ 2 * (g * (-(2 * K / (3 * g))) + K)
        = 4 * K ^ 3 / (27 * g) := by
      field_simp
      ring
    rw [e, div_eq_iff (by positivity)]
    linarith
```

## Well and barrier above threshold

Let $K^3>27gM/4$ and $f(x)=g x^2(gx+K)$. Then

$$f(-K/g)=0<M,\qquad f\!\left(-\tfrac{2K}{3g}\right)=\frac{4K^3}{27g}>M,\qquad f(0)=0<M.$$

By the intermediate value theorem, $f=M$ at some $a\in(-K/g,-2K/(3g))$ and at some $b\in(-2K/(3g),0)$. There is no third solution on $x<0$, so the critical set is $\{a,b\}$. The curvature rule gives $V''(a)>0$ and $V''(b)<0$, and the second-derivative test makes $a$ a local minimum. In the statement, `Ioo` is an open interval and `IsLocalMin` refers to variation along $x$ alone.

In a calculation that expands the potential about the well, the interval for $a$ is a ready bracket for bisection, since $f-M$ changes sign across it, and $V''(a)$ is the force constant along the axis. For easy arithmetic take $g=M=1$ and $K=2$. These numbers do not describe a real atom, whose total mass in atomic units exceeds the electron's mass of 1. The balance reads

$$x^3+2x^2-1=(x+1)(x^2+x-1)=0.$$

Its negative roots are $a=-(1+\sqrt5)/2\approx-1.618$ and $b=-1$, with $V''(a)=5-2\sqrt5\approx0.528$ and $V''(b)=-1$.

```lean
/-- For g, K, M > 0 and K³ > 27gM/4 there are exactly two critical points: an outer one in
(-K/g, -2K/(3g)), a local minimum with V'' > 0, and an inner one in (-2K/(3g), 0)
with V'' < 0. -/
theorem giant_dipole_well {g K M : ℝ} (hg : 0 < g) (hK : 0 < K) (hM : 0 < M)
    (h : 27 * g * M / 4 < K ^ 3) :
    ∃ a b : ℝ, a ∈ Ioo (-(K / g)) (-(2 * K / (3 * g))) ∧ b ∈ Ioo (-(2 * K / (3 * g))) 0 ∧
      criticalPoints g K M = {a, b} ∧
      0 < deriv (deriv (potential g K M)) a ∧ IsLocalMin (potential g K M) a ∧
      deriv (deriv (potential g K M)) b < 0 := by
  have hg0 := hg.ne'
  obtain ⟨f, hf⟩ : ∃ f : ℝ → ℝ, ∀ x, f x = g * x ^ 2 * (g * x + K) := ⟨_, fun _ => rfl⟩
  have hcont : Continuous f := by
    rw [show f = fun x => g * x ^ 2 * (g * x + K) from funext hf]
    fun_prop
  have hl : f (-(K / g)) = 0 := by
    have e : g * (-(K / g)) = -K := by field_simp
    rw [hf, e]
    ring
  have hr : f 0 = 0 := by rw [hf]; ring
  have hm : M < f (-(2 * K / (3 * g))) := by
    have e : g * (-(2 * K / (3 * g))) ^ 2 * (g * (-(2 * K / (3 * g))) + K)
        = 4 * K ^ 3 / (27 * g) := by
      field_simp
      ring
    rw [hf, e, lt_div_iff₀ (by positivity)]
    linarith
  have hq : 0 < 2 * K / (3 * g) := by positivity
  have hlt : -(K / g) < -(2 * K / (3 * g)) := by
    rw [neg_lt_neg_iff, div_lt_div_iff₀ (by positivity) hg]
    nlinarith [mul_pos hg hK]
  have hneg : -(2 * K / (3 * g)) < 0 := by linarith
  -- one crossing on each side of -2K/(3g), where f exceeds M
  obtain ⟨a, ha, hfa⟩ := intermediate_value_Ioo hlt.le hcont.continuousOn
    ⟨hl.trans_lt hM, hm⟩
  obtain ⟨b, hb, hfb⟩ := intermediate_value_Ioo' hneg.le hcont.continuousOn
    ⟨hr.trans_lt hM, hm⟩
  have hac : a ∈ criticalPoints g K M :=
    (mem_criticalPoints_iff hM).2 ⟨ha.2.trans hneg, (hf a).symm.trans hfa⟩
  have hbc : b ∈ criticalPoints g K M :=
    (mem_criticalPoints_iff hM).2 ⟨hb.2, (hf b).symm.trans hfb⟩
  have hd : a < 0 ∧ HasDerivAt (potential g K M) 0 a := hac
  have hpos := (curvature_sign hg hM hac).1 ha.2
  refine ⟨a, b, ha, hb, ?_, hpos,
    isLocalMin_of_deriv_deriv_pos hpos hd.2.deriv hd.2.continuousAt,
    (curvature_sign hg hM hbc).2 hb.1⟩
  ext c
  rw [mem_insert_iff, mem_singleton_iff]
  constructor
  · intro hc
    exact at_most_two hg hM hac hbc hc (ha.2.trans hb.1).ne
  · rintro (rfl | rfl)
    · exact hac
    · exact hbc
```

## Counting the critical points

Below threshold the left side of the identity is negative while the right side is nonnegative for every $x<0$, so there is no critical point. At threshold there is one, and above it there are two. These three cases are exclusive and exhaustive, which gives both equivalences. In Lean, `ncard` is the number of elements of the set, and `lt_trichotomy` splits the cases.

```lean
/-- For g, K, M > 0 the potential has exactly two critical points on x < 0 if and only if
K³ > 27gM/4, and none if and only if K³ < 27gM/4. -/
theorem critical_point_count {g K M : ℝ} (hg : 0 < g) (hK : 0 < K) (hM : 0 < M) :
    ((criticalPoints g K M).ncard = 2 ↔ 27 * g * M / 4 < K ^ 3) ∧
    (criticalPoints g K M = ∅ ↔ K ^ 3 < 27 * g * M / 4) := by
  rcases lt_trichotomy (K ^ 3) (27 * g * M / 4) with h | h | h
  · -- below threshold the identity has a negative left side and a nonnegative right side
    have e : criticalPoints g K M = ∅ := by
      refine eq_empty_iff_forall_notMem.2 fun x hc => ?_
      have hx := ((mem_criticalPoints_iff hM).1 hc).1
      have hp : 0 ≤ K - 3 * g * x := by nlinarith [mul_neg_of_pos_of_neg hg hx]
      have h1 := mul_nonneg (sq_nonneg (3 * g * x + 2 * K)) hp
      have h2 := threshold_identity hM hc
      linarith
    rw [e]
    exact ⟨⟨fun h2 => by simp at h2, fun h2 => (lt_asymm h h2).elim⟩,
      ⟨fun _ => h, fun _ => rfl⟩⟩
  · rw [criticalPoints_at_threshold hg hK hM h]
    exact ⟨⟨fun h2 => by simp at h2, fun h2 => (h2.ne' h).elim⟩,
      ⟨fun h2 => absurd h2 (singleton_ne_empty _), fun h2 => (h2.ne h).elim⟩⟩
  · obtain ⟨a, b, ha, hb, e, -⟩ := giant_dipole_well hg hK hM h
    rw [e, ncard_pair (ha.2.trans hb.1).ne]
    exact ⟨⟨fun _ => h, fun _ => rfl⟩,
      ⟨fun h2 => absurd h2 (insert_nonempty _ _).ne_empty, fun h2 => (lt_asymm h h2).elim⟩⟩

end

end GiantDipole
```

For quantum mechanics, the result tells where a potential well is available for giant-dipole states, within a static potential restricted to one axis. Whether the well confines transverse motion or holds a quantum state is a separate question, which involves the other two coordinates and the kinetic energy.

```lean
#print axioms GiantDipole.giant_dipole_well
#print axioms GiantDipole.critical_point_count
```

```
'GiantDipole.giant_dipole_well' depends on axioms: [propext, Classical.choice, Quot.sound]
'GiantDipole.critical_point_count' depends on axioms: [propext, Classical.choice, Quot.sound]
```
